# Quadratic spacing error of the lattice kinetic operator on C⁴ functions with bounded fourth derivatives

In lattice-regularized diffusion Monte Carlo, the second derivatives in the kinetic energy are replaced by differences between function values at points a finite distance apart. The simple version treated here uses a single spacing a along fixed coordinate axes. For a function with four continuous derivatives and a bound on the fourth, the resulting error at each point can be bounded explicitly.

```lean
import Mathlib

open Finset

namespace LatticeKineticEnergy

noncomputable section

/-- The three-point lattice formula for the second derivative of `f` at `x`,
with nonzero spacing `a`. -/
def secondDifference (a : ℝ) (f : ℝ → ℝ) (x : ℝ) : ℝ :=
  (f (x + a) + f (x - a) - 2 * f x) / a ^ 2

/-- The function `f` of many coordinates, followed along the `i`-th axis through `x`. -/
def alongAxis {ι : Type*} [DecidableEq ι] (f : (ι → ℝ) → ℝ) (x : ι → ℝ) (i : ι)
    (t : ℝ) : ℝ :=
  f (x + t • Pi.single i (1 : ℝ))

/-- The kinetic operator `-½∇²` in atomic units, applied to `f` at `x`. -/
def kinetic {ι : Type*} [Fintype ι] [DecidableEq ι] (f : (ι → ℝ) → ℝ) (x : ι → ℝ) : ℝ :=
  -(1 / 2) * ∑ i, iteratedDeriv 2 (alongAxis f x i) 0

/-- The lattice-regularized kinetic operator with nonzero spacing `a`: each second
derivative in `-½∇²` is replaced by its three-point formula. -/
def latticeKinetic {ι : Type*} [Fintype ι] [DecidableEq ι] (a : ℝ) (f : (ι → ℝ) → ℝ)
    (x : ι → ℝ) : ℝ :=
  -(1 / 2) * ∑ i, secondDifference a (alongAxis f x i) 0

/-- A function that vanishes at `0` and whose derivative is at most `C tⁿ` in size for
`t ≥ 0` is itself at most `C tⁿ⁺¹/(n+1)` in size there. -/
theorem abs_le_of_deriv_le {h h' : ℝ → ℝ} {C : ℝ} {n : ℕ} (h0 : h 0 = 0)
    (hd : ∀ t, HasDerivAt h (h' t) t) (hb : ∀ t, 0 ≤ t → |h' t| ≤ C * t ^ n) :
    ∀ t, 0 ≤ t → |h t| ≤ C / ((n : ℝ) + 1) * t ^ (n + 1) := by
  -- a function starting at zero with nonnegative slope stays nonnegative
  have key : ∀ g g' : ℝ → ℝ, g 0 = 0 → (∀ t, HasDerivAt g (g' t) t) →
      (∀ t, 0 ≤ t → 0 ≤ g' t) → ∀ t, 0 ≤ t → 0 ≤ g t := by
    intro g g' g0 hg hpos t ht
    have hm : MonotoneOn g (Set.Ici 0) :=
      monotoneOn_of_deriv_nonneg (convex_Ici 0)
        (fun s _ => (hg s).continuousAt.continuousWithinAt)
        (fun s _ => (hg s).differentiableAt.differentiableWithinAt)
        (fun s hs => by
          rw [(hg s).deriv]
          exact hpos s (interior_subset hs))
    have := hm (Set.mem_Ici.2 le_rfl) (Set.mem_Ici.2 ht) ht
    rwa [g0] at this
  have hn : (n : ℝ) + 1 ≠ 0 := by positivity
  have hp : ∀ s : ℝ, HasDerivAt (fun s : ℝ => C / ((n : ℝ) + 1) * s ^ (n + 1))
      (C * s ^ n) s := fun s =>
    ((hasDerivAt_pow (n + 1) s).const_mul _).congr_deriv (by
      rw [Nat.add_sub_cancel]
      push_cast
      field_simp)
  intro t ht
  -- compare the power with `h` from above and from below
  have h1 := key _ _ (by simp [h0]) (fun s => (hp s).fun_sub (hd s))
    (fun s hs => by linarith [(abs_le.1 (hb s hs)).2]) t ht
  have h2 := key _ _ (by simp [h0]) (fun s => (hp s).fun_add (hd s))
    (fun s hs => by linarith [(abs_le.1 (hb s hs)).1]) t ht
  exact abs_le.2 ⟨by linarith, by linarith⟩

/-- For a four times continuously differentiable `f` with `|f''''| ≤ M`, the symmetric
sum `f(x+t) + f(x-t)` equals `2 f(x) + t² f''(x)` up to `M t⁴/12`, for `t ≥ 0`. -/
theorem symmetric_taylor {f : ℝ → ℝ} {M : ℝ} (hf : ContDiff ℝ 4 f)
    (hM : ∀ y, |iteratedDeriv 4 f y| ≤ M) (x : ℝ) {t : ℝ} (ht : 0 ≤ t) :
    |f (x + t) + f (x - t) - 2 * f x - t ^ 2 * iteratedDeriv 2 f x| ≤ M / 12 * t ^ 4 := by
  have D : ∀ k m : ℕ, k + 1 = m → k < 4 → ∀ y,
      HasDerivAt (iteratedDeriv k f) (iteratedDeriv m f y) y := by
    intro k m hkm hk y
    subst hkm
    rw [iteratedDeriv_succ]
    exact (hf.differentiable_iteratedDeriv k (by exact_mod_cast hk) y).hasDerivAt
  have P := fun k m h hk s => (D k m h hk (x + s)).comp_const_add x s
  have N := fun k m h hk s => (D k m h hk (x - s)).comp_const_sub x s
  -- the remainder and its derivatives, from the third down to the zeroth
  have d3 : ∀ s, HasDerivAt (fun s => iteratedDeriv 3 f (x + s) - iteratedDeriv 3 f (x - s))
      (iteratedDeriv 4 f (x + s) + iteratedDeriv 4 f (x - s)) s := fun s =>
    ((P 3 4 rfl (by norm_num) s).fun_sub (N 3 4 rfl (by norm_num) s)).congr_deriv (by ring)
  have d2 : ∀ s, HasDerivAt (fun s => iteratedDeriv 2 f (x + s) + iteratedDeriv 2 f (x - s)
      - 2 * iteratedDeriv 2 f x)
      (iteratedDeriv 3 f (x + s) - iteratedDeriv 3 f (x - s)) s := fun s =>
    (((P 2 3 rfl (by norm_num) s).fun_add (N 2 3 rfl (by norm_num) s)).sub_const
      _).congr_deriv (by ring)
  have d1 : ∀ s, HasDerivAt (fun s => iteratedDeriv 1 f (x + s) - iteratedDeriv 1 f (x - s)
      - s * (2 * iteratedDeriv 2 f x))
      (iteratedDeriv 2 f (x + s) + iteratedDeriv 2 f (x - s) - 2 * iteratedDeriv 2 f x) s :=
    fun s => (((P 1 2 rfl (by norm_num) s).fun_sub (N 1 2 rfl (by norm_num) s)).fun_sub
      ((hasDerivAt_id' s).mul_const _)).congr_deriv (by ring)
  have d0 : ∀ s, HasDerivAt (fun s => iteratedDeriv 0 f (x + s) + iteratedDeriv 0 f (x - s)
      - 2 * iteratedDeriv 0 f x - s * s * iteratedDeriv 2 f x)
      (iteratedDeriv 1 f (x + s) - iteratedDeriv 1 f (x - s)
        - s * (2 * iteratedDeriv 2 f x)) s :=
    fun s => ((((P 0 1 rfl (by norm_num) s).fun_add (N 0 1 rfl (by norm_num) s)).sub_const
      _).fun_sub (((hasDerivAt_id' s).fun_mul (hasDerivAt_id' s)).mul_const _)).congr_deriv
      (by ring)
  -- integrate the bound on the fourth derivative four times
  have b3 := abs_le_of_deriv_le (C := 2 * M) (n := 0)
    (by simp only [add_zero, sub_zero]; ring) d3 (fun s _ => by
      have h1 := abs_le.1 (hM (x + s))
      have h2 := abs_le.1 (hM (x - s))
      rw [pow_zero, mul_one, abs_le]
      constructor <;> linarith)
  have b2 := abs_le_of_deriv_le (by simp only [add_zero, sub_zero]; ring) d2 b3
  have b1 := abs_le_of_deriv_le (by simp only [add_zero, sub_zero]; ring) d1 b2
  have b0 := abs_le_of_deriv_le (by simp only [add_zero, sub_zero]; ring) d0 b1 t ht
  simp only [iteratedDeriv_zero] at b0
  rw [pow_two]
  exact b0.trans_eq (by push_cast; ring)

/-- For a four times continuously differentiable `f` with `|f''''| ≤ M`, the three-point
formula with spacing `a > 0` reproduces `f''(x)` with an error of at most `M a²/12`. -/
theorem secondDifference_error {f : ℝ → ℝ} {M : ℝ} (hf : ContDiff ℝ 4 f)
    (hM : ∀ y, |iteratedDeriv 4 f y| ≤ M) (x : ℝ) {a : ℝ} (ha : 0 < a) :
    |secondDifference a f x - iteratedDeriv 2 f x| ≤ M * a ^ 2 / 12 := by
  have ha2 : 0 < a ^ 2 := by positivity
  have e : secondDifference a f x - iteratedDeriv 2 f x =
      (f (x + a) + f (x - a) - 2 * f x - a ^ 2 * iteratedDeriv 2 f x) / a ^ 2 := by
    unfold secondDifference
    rw [sub_div _ (a ^ 2 * iteratedDeriv 2 f x), mul_div_cancel_left₀ _ ha2.ne']
  rw [e, abs_div, abs_of_pos ha2, div_le_iff₀ ha2]
  exact (symmetric_taylor hf hM x ha.le).trans_eq (by ring)

/-- Let `f` be four times continuously differentiable, with fourth derivatives along the
coordinate axes through `x` bounded by `M`. For spacing `a > 0` the lattice-regularized
kinetic operator differs from `-½∇²` at `x` by at most `M a²/24` per coordinate. -/
theorem latticeKinetic_error {ι : Type*} [Fintype ι] [DecidableEq ι] {f : (ι → ℝ) → ℝ}
    {M : ℝ} (hf : ContDiff ℝ 4 f) (x : ι → ℝ)
    (hM : ∀ i t, |iteratedDeriv 4 (alongAxis f x i) t| ≤ M) {a : ℝ} (ha : 0 < a) :
    |latticeKinetic a f x - kinetic f x| ≤ Fintype.card ι * (M * a ^ 2 / 24) := by
  have hs : ∀ i, ContDiff ℝ 4 (alongAxis f x i) := fun i =>
    hf.comp (contDiff_const.add (contDiff_id.smul contDiff_const))
  have e : latticeKinetic a f x - kinetic f x = -(1 / 2) *
      ∑ i, (secondDifference a (alongAxis f x i) 0 - iteratedDeriv 2 (alongAxis f x i) 0) := by
    rw [sum_sub_distrib, latticeKinetic, kinetic]
    ring
  -- the errors of the separate axes add up
  have hsum : |∑ i, (secondDifference a (alongAxis f x i) 0
      - iteratedDeriv 2 (alongAxis f x i) 0)| ≤ ∑ _i : ι, M * a ^ 2 / 12 :=
    (abs_sum_le_sum_abs _ _).trans
      (sum_le_sum fun i _ => secondDifference_error (hs i) (hM i) 0 ha)
  rw [sum_const, card_univ, nsmul_eq_mul] at hsum
  have hhalf : |(-(1 / 2) : ℝ)| = 1 / 2 := by norm_num [abs_of_pos]
  rw [e, abs_mul, hhalf]
  linarith

/-- The constant `1/12` is sharp: the quartic `y⁴` has fourth derivative `24`, and for
every spacing `a > 0` its three-point formula is off by exactly `24 a²/12`. -/
theorem quartic_attains_bound (x : ℝ) {a : ℝ} (ha : 0 < a) :
    (∀ y, iteratedDeriv 4 (fun y : ℝ => y ^ 4) y = 24) ∧
      secondDifference a (fun y => y ^ 4) x - iteratedDeriv 2 (fun y : ℝ => y ^ 4) x
        = 24 * a ^ 2 / 12 := by
  have d : ∀ (c : ℝ) (n : ℕ), deriv (fun y : ℝ => c * y ^ (n + 1)) =
      fun y => c * ((n : ℝ) + 1) * y ^ n := fun c n => funext fun y =>
    (((hasDerivAt_pow (n + 1) y).const_mul c).congr_deriv (by
      rw [Nat.add_sub_cancel]
      push_cast
      ring)).deriv
  have e : (fun y : ℝ => y ^ 4) = fun y => 1 * y ^ (3 + 1) := by
    funext y
    ring
  have h2 : iteratedDeriv 2 (fun y : ℝ => y ^ 4) = fun y => 12 * y ^ (1 + 1) := by
    rw [iteratedDeriv_succ, iteratedDeriv_one, e, d 1 3, d _ 2]
    funext y
    push_cast
    ring
  constructor
  · intro y
    rw [iteratedDeriv_succ, iteratedDeriv_succ, h2, d 12 1, d _ 0]
    norm_num
  · have ha0 : a ≠ 0 := ha.ne'
    simp only [secondDifference, h2]
    field_simp
    ring

/-- The standing wave `cos(kx)` is an eigenfunction of the one-dimensional lattice kinetic
operator with nonzero spacing `a`, with eigenvalue `(1 - cos(ka))/a²`. -/
theorem standing_wave (k a x : ℝ) :
    -(1 / 2) * secondDifference a (fun y => Real.cos (k * y)) x =
      (1 - Real.cos (k * a)) / a ^ 2 * Real.cos (k * x) := by
  simp only [secondDifference, mul_add, mul_sub, Real.cos_add, Real.cos_sub]
  ring

/-- For spacing `a > 0` the lattice dispersion `(1 - cos(ka))/a²` never exceeds the free
kinetic energy `k²/2`, and falls below it by at most `k⁴a²/24`. -/
theorem dispersion_bounds (k : ℝ) {a : ℝ} (ha : 0 < a) :
    k ^ 2 / 2 - k ^ 4 * a ^ 2 / 24 ≤ (1 - Real.cos (k * a)) / a ^ 2 ∧
      (1 - Real.cos (k * a)) / a ^ 2 ≤ k ^ 2 / 2 := by
  have ha2 : 0 < a ^ 2 := by positivity
  have c2 : iteratedDeriv 2 Real.cos = fun y => -Real.cos y := by
    rw [iteratedDeriv_succ, iteratedDeriv_one, Real.deriv_cos']
    exact funext fun y => (Real.hasDerivAt_sin y).fun_neg.deriv
  have c3 : deriv (fun y => -Real.cos y) = Real.sin := funext fun y =>
    ((Real.hasDerivAt_cos y).fun_neg.congr_deriv (neg_neg _)).deriv
  have c4 : ∀ y, |iteratedDeriv 4 Real.cos y| ≤ 1 := by
    intro y
    rw [iteratedDeriv_succ, iteratedDeriv_succ, c2, c3, (Real.hasDerivAt_sin y).deriv]
    exact Real.abs_cos_le_one y
  -- the symmetric Taylor bound for the cosine at the origin
  have h := symmetric_taylor Real.contDiff_cos c4 0 (abs_nonneg (k * a))
  have h4 : |k * a| ^ 4 = (k * a) ^ 4 := by
    rw [← abs_pow, abs_of_nonneg (by positivity)]
  rw [c2, h4] at h
  simp only [zero_add, zero_sub, Real.cos_neg, Real.cos_abs, Real.cos_zero, sq_abs] at h
  have hu := (abs_le.1 h).2
  constructor
  · rw [le_div_iff₀ ha2]
    linarith
  · rw [div_le_iff₀ ha2]
    linarith [Real.one_sub_sq_div_two_le_cos (x := k * a)]

end

end LatticeKineticEnergy
```

```lean
#print axioms LatticeKineticEnergy.latticeKinetic_error
-- 'LatticeKineticEnergy.latticeKinetic_error' depends on axioms: [propext, Classical.choice, Quot.sound]
#print axioms LatticeKineticEnergy.quartic_attains_bound
-- 'LatticeKineticEnergy.quartic_attains_bound' depends on axioms: [propext, Classical.choice, Quot.sound]
#print axioms LatticeKineticEnergy.standing_wave
-- 'LatticeKineticEnergy.standing_wave' depends on axioms: [propext, Classical.choice, Quot.sound]
#print axioms LatticeKineticEnergy.dispersion_bounds
-- 'LatticeKineticEnergy.dispersion_bounds' depends on axioms: [propext, Classical.choice, Quot.sound]
```

In one dimension, `secondDifference_error` says that if f is four times continuously differentiable and |f''''| ≤ M everywhere, then for every x and every a > 0

|(f(x+a) + f(x−a) − 2f(x))/a² − f''(x)| ≤ M a²/12.

Smoothness is `ContDiff ℝ 4 f`, and `iteratedDeriv 2 f x` is f''(x).

For the kinetic operator −½∇² in atomic units, the finite type `ι` labels the coordinates, so N electrons in space have 3N labels. The function `alongAxis f x i` follows f along the i-th axis through x, with t = 0 at x itself. `kinetic` adds the second derivatives along these lines, and `latticeKinetic` adds their three-point formulas, with the same spacing on every axis. If f is four times continuously differentiable and its fourth derivatives along the lines through x are at most M in size, `latticeKinetic_error` bounds the difference at x, for d coordinates and a > 0, by

d M a²/24.

This controls the kinetic part of a lattice Hamiltonian acting on a real-valued function that meets these conditions. A wave function with a Coulomb cusp is not four times continuously differentiable, so the theorem does not apply to it. Nor does the theorem bound the error of a Monte Carlo energy, and it involves neither nonlocal pseudopotentials nor T-moves.

To derive the one-dimensional bound, fix x and follow the remainder as the spacing t grows from zero:

R(t) = f(x+t) + f(x−t) − 2f(x) − t² f''(x)
R'(t) = f'(x+t) − f'(x−t) − 2t f''(x)
R''(t) = f''(x+t) + f''(x−t) − 2f''(x)
R'''(t) = f'''(x+t) − f'''(x−t)
R''''(t) = f''''(x+t) + f''''(x−t)

The first four expressions vanish at t = 0, and the last is at most 2M in size. Integrating from 0 four times gives, for t ≥ 0,

|R'''| ≤ 2Mt, |R''| ≤ Mt², |R'| ≤ Mt³/3, |R| ≤ Mt⁴/12.

Setting t = a and dividing by a² gives the result. Summing over d axes and multiplying by ½ gives the kinetic bound.

In the file, `abs_le_of_deriv_le` performs one integration without an integral. If h(0) = 0 and |h'(t)| ≤ C tⁿ for t ≥ 0, then C tⁿ⁺¹/(n+1) − h and C tⁿ⁺¹/(n+1) + h both start at zero and have nonnegative slope, so both stay nonnegative. In `symmetric_taylor`, the steps `d3` to `d0` establish the derivatives listed above, and `b3` to `b0` apply the lemma four times. `secondDifference_error` then divides by a², and `latticeKinetic_error` uses the triangle inequality over the axes.

The constant 1/12 is the best possible. For f(y) = y⁴ the three-point formula gives 12x² + 2a², while f''(x) = 12x². The error 2a² equals 24a²/12, and 24 is the fourth derivative. This is `quartic_attains_bound`.

Standing waves show the effect on a free particle in one dimension. Since cos(kx+ka) + cos(kx−ka) = 2 cos(kx) cos(ka), the wave cos(kx) is an eigenfunction of the lattice operator with eigenvalue (1 − cos(ka))/a², as `standing_wave` states. `dispersion_bounds` places this value between k²/2 − k⁴a²/24 and k²/2, so the lattice never overestimates the kinetic energy of such a wave. The lower bound is `symmetric_taylor` for the cosine at the origin with t = |ka|; the upper one is cos θ ≥ 1 − θ²/2.

Two continuous derivatives are not enough for a quadratic error. Take f(y) = |y|³ at x = 0: f''(0) = 0, but the three-point formula gives 2a, an error linear in a. The fourth derivative is zero everywhere except at the origin, where it does not exist. Lean assigns it the value 0 there, so the bound `hM` would hold even with M = 0, and it is `hf` that excludes this function.

The same argument with three integrations treats the central first difference: if f is three times continuously differentiable and |f'''| ≤ K, then (f(x+a) − f(x−a))/(2a) differs from f'(x) by at most K a²/6. The remainder is now f(x+t) − f(x−t) − 2t f'(x). It and its first two derivatives in t vanish at t = 0, and its third is at most 2K in size, so the remainder is at most K t³/3 in size for t ≥ 0. Setting t = a > 0 and dividing by 2a gives the estimate, which is not stated in the file.
